# For $H^2=w^2\neq0$, a matrix observable is a constant part plus an interband oscillation at angular frequency $2|w|/\hbar$

An electron shared between two bands of opposite energy can have a velocity that trembles about a steady value, and to state this for matrices one must choose how the two bands enter. Here they enter through a single algebraic condition on the Hamiltonian matrix at a fixed wave vector, $H^2=w^2\mathbb 1$ with $w$ real and nonzero. The only possible energies are then $w$ and $-w$, and when both occur the gap between them is $2|w|$. No band index and no choice of eigenvectors is needed.

In units with $\hbar=1$, every complex matrix $A$ of the same size and every real time $t$ satisfy

$$
e^{iHt}Ae^{-iHt}=B+e^{2iHt}(A-B),\qquad B=\tfrac12\left(A+\frac{HAH}{w^2}\right).
$$

The matrix $B$ is constant in time. The remainder $A-B$ connects the two bands and carries the whole time dependence, the zitterbewegung.

## Velocities in a two-band k.p calculation

A non-interacting two-band k.p Hamiltonian with one basis state per band is a Hermitian $2\times2$ matrix at each fixed wave vector. Once its mean energy is subtracted, its square is a multiple of the identity, so the condition holds wherever the gap is open. The subtraction is harmless because a multiple of the identity cancels in $e^{iHt}Ae^{-iHt}$. The free massive Dirac Hamiltonian at fixed momentum also satisfies the condition.

Let $A$ be the velocity matrix, which is the derivative with respect to $k$ of the Hamiltonian before the subtraction, since the mean energy may itself depend on $k$. A code can then use the identity in three ways:

- It can obtain the steady velocity $B$ from two matrix products, without diagonalising $H$.
- It can evaluate $A(t)$ at any time directly, since $e^{2iHt}=\cos(2wt)\,\mathbb 1+i\sin(2wt)\,H/w$, and compare a time-stepped result with it.
- It can remove the oscillation by averaging two samples taken $\pi/(2|w|)$ apart, which gives $B$ without a long time average.

With $\hbar$ restored, $t$ becomes $t/\hbar$ in the exponentials, the velocity matrix gains a factor $1/\hbar$, and the sampling interval becomes $\pi\hbar/(2|w|)$.

## From band projectors to the doubled frequency

Define $P_\pm=\tfrac12(1\pm H/w)$, so that $P_++P_-=1$. Because $H^2=w^2$,

$$
P_\pm H=\tfrac12(H\pm w)=\pm wP_\pm,\qquad
P_\pm^2=\tfrac12\left(P_\pm\pm\frac{P_\pm H}{w}\right)=P_\pm .
$$

Repeated multiplication by $H$ gives $H^k=w^kP_++(-w)^kP_-$ for $k=0,1,2,\dots$. The exponential series therefore splits into one scalar series per band:

$$
e^{iHt}=e^{iwt}P_++e^{-iwt}P_-=\cos(wt)\,\mathbb 1+i\sin(wt)\,\frac Hw .
$$

Next, write $C=A-B$. Using $H^2=w^2$ once on each side,

$$
HB=\tfrac12(HA+AH)=BH,\qquad
HC=\tfrac12(HA-AH)=-CH .
$$

So $B$ commutes with $H$ and $C$ anticommutes with it. In the closed form of the exponential, moving $C$ across $H$ reverses the sign of the sine term:

$$
Be^{-iHt}=e^{-iHt}B,\qquad Ce^{-iHt}=e^{iHt}C .
$$

Multiplying both from the left by $e^{iHt}$ and adding,

$$
e^{iHt}Ae^{-iHt}=e^{iHt}e^{-iHt}B+e^{iHt}e^{iHt}C=B+e^{2iHt}C .
$$

The band content follows by expanding the products. In $P_+AP_++P_-AP_-$ the terms linear in $H$ cancel, which leaves $B$. The cross terms $P_+AP_-+P_-AP_+$ add up to $\tfrac12(A-HAH/w^2)=C$.

For the two-sample average, a delay of $\pi/(2w)$ advances the phase $2wt$ by $\pi$, so $e^{2iHt}$ changes sign and the mean of the two values is $B$.

This also settles which observables are stationary. If $A(t)=A$ at all times, the mean gives $A=B$, and $A$ commutes with $H$. Conversely, if $HA=AH$, then $HAH=AH^2=w^2A$, so $B=A$ and $C=0$.

## The identity and its consequences in Lean

```lean
import Mathlib

open Matrix Complex

namespace ZitterbewegungDecomposition

noncomputable section

variable {n : Type*} [Fintype n] [DecidableEq n]

/-- The matrix `exp(iHt)` generated by `H` at time `t`, in units with `ℏ = 1`. -/
def evolution (H : Matrix n n ℂ) (t : ℝ) : Matrix n n ℂ :=
  NormedSpace.exp ((I * (t : ℂ)) • H)

/-- The observable `A` in the Heisenberg picture, `A(t) = exp(iHt) A exp(-iHt)`. -/
def heisenberg (H A : Matrix n n ℂ) (t : ℝ) : Matrix n n ℂ :=
  evolution H t * A * evolution H (-t)

/-- The drift part `(A + H A H / w²) / 2` of an observable `A`, for `w ≠ 0`. -/
def drift (H A : Matrix n n ℂ) (w : ℝ) : Matrix n n ℂ :=
  (1 / 2 : ℂ) • (A + ((w : ℂ) ^ 2)⁻¹ • (H * A * H))

/-- The matrix `(1 + H / w) / 2`, for `w ≠ 0`. When `H² = w²` it is the projector for the energy
`w`, and replacing `w` by `-w` gives the projector for the energy `-w`. -/
def bandProjector (H : Matrix n n ℂ) (w : ℝ) : Matrix n n ℂ :=
  (1 / 2 : ℂ) • (1 + (w : ℂ)⁻¹ • H)

/-- If `H² = w²` with `w ≠ 0`, the band projector is idempotent and `H` acts on it as the
number `w`. -/
theorem bandProjector_spec {H : Matrix n n ℂ} {w : ℝ} (hw : w ≠ 0)
    (hH : H * H = ((w : ℂ) ^ 2) • (1 : Matrix n n ℂ)) :
    bandProjector H w * H = (w : ℂ) • bandProjector H w ∧
      bandProjector H w * bandProjector H w = bandProjector H w := by
  have hw' : (w : ℂ) ≠ 0 := Complex.ofReal_ne_zero.mpr hw
  have h1 : bandProjector H w * H = (w : ℂ) • bandProjector H w := by
    unfold bandProjector
    simp only [smul_mul_assoc, add_mul, one_mul, hH]
    match_scalars <;> field_simp
  refine ⟨h1, ?_⟩
  calc bandProjector H w * bandProjector H w
      = (1 / 2 : ℂ) • (bandProjector H w + (w : ℂ)⁻¹ • (bandProjector H w * H)) := by
        conv_lhs => rw [show bandProjector H w * bandProjector H w
          = bandProjector H w * ((1 / 2 : ℂ) • (1 + (w : ℂ)⁻¹ • H)) from rfl]
        simp only [mul_smul_comm, mul_add, mul_one]
    _ = bandProjector H w := by
        rw [h1, smul_smul, inv_mul_cancel₀ hw', one_smul]
        module

/-- If `H² = w²` with `w ≠ 0`, then `exp(iHt) = cos(wt) + i sin(wt) H / w`. -/
theorem evolution_eq {H : Matrix n n ℂ} {w : ℝ} (hw : w ≠ 0)
    (hH : H * H = ((w : ℂ) ^ 2) • (1 : Matrix n n ℂ)) (t : ℝ) :
    evolution H t = Complex.cos ((w : ℂ) * (t : ℂ)) • (1 : Matrix n n ℂ)
      + (I * Complex.sin ((w : ℂ) * (t : ℂ)) * (w : ℂ)⁻¹) • H := by
  have hw' : (w : ℂ) ≠ 0 := Complex.ofReal_ne_zero.mpr hw
  have hp := (bandProjector_spec hw hH).1
  have hm := (bandProjector_spec (H := H) (neg_ne_zero.mpr hw)
    (by rw [hH, Complex.ofReal_neg, neg_sq])).1
  rw [Complex.ofReal_neg] at hm
  -- powers of H in terms of the two bands
  have hpow : ∀ k : ℕ, H ^ k = (w : ℂ) ^ k • bandProjector H w
      + (-(w : ℂ)) ^ k • bandProjector H (-w) := by
    intro k
    induction k with
    | zero =>
      simp only [pow_zero, bandProjector, Complex.ofReal_neg, inv_neg]
      module
    | succ k ih =>
      rw [pow_succ, ih, add_mul, smul_mul_assoc, smul_mul_assoc, hp, hm, smul_smul,
        smul_smul, ← pow_succ, ← pow_succ]
  have hs : ∀ z : ℂ, HasSum (fun k : ℕ => z ^ k / (k.factorial : ℂ)) (Complex.exp z) := by
    intro z
    rw [Complex.exp_eq_exp_ℂ]
    exact NormedSpace.expSeries_div_hasSum_exp z
  -- the exponential series splits into one scalar series per band
  have hsum : HasSum (fun k : ℕ => ((k.factorial : ℂ)⁻¹) • ((I * (t : ℂ)) • H) ^ k)
      (Complex.exp (I * t * w) • bandProjector H w
        + Complex.exp (I * t * (-w)) • bandProjector H (-w)) := by
    convert ((hs (I * t * w)).smul_const (bandProjector H w)).add
      ((hs (I * t * (-w))).smul_const (bandProjector H (-w))) using 1
    funext k
    rw [smul_pow, hpow]
    simp only [mul_pow, div_eq_mul_inv]
    module
  have e1 : Complex.exp (I * t * w) = Complex.cos (w * t) + Complex.sin (w * t) * I := by
    rw [← Complex.exp_mul_I]
    congr 1
    ring
  have e2 : Complex.exp (I * t * (-w)) = Complex.cos (w * t) - Complex.sin (w * t) * I := by
    rw [show I * (t : ℂ) * (-w) = (-(w * t)) * I by ring, Complex.exp_mul_I,
      Complex.cos_neg, Complex.sin_neg]
    ring
  have hexp : evolution H t = Complex.exp (I * t * w) • bandProjector H w
        + Complex.exp (I * t * (-w)) • bandProjector H (-w) := by
    unfold evolution
    rw [NormedSpace.exp_eq_tsum ℂ]
    exact hsum.tsum_eq
  rw [hexp, e1, e2]
  simp only [bandProjector, Complex.ofReal_neg, inv_neg]
  module

/-- Evolutions over successive times compose: `exp(iHs) exp(iHt) = exp(iH(s+t))`. -/
theorem evolution_add (H : Matrix n n ℂ) (s t : ℝ) :
    evolution H s * evolution H t = evolution H (s + t) := by
  unfold evolution
  rw [← Matrix.exp_add_of_commute _ _ (((Commute.refl H).smul_left _).smul_right _),
    ← add_smul, Complex.ofReal_add, mul_add]

/-- If `H² = w²` with `w ≠ 0`, the drift part of any `A` commutes with `H`, and the
remainder anticommutes with `H`. -/
theorem drift_commutes_rest_anticommutes {H : Matrix n n ℂ} {w : ℝ} (hw : w ≠ 0)
    (hH : H * H = ((w : ℂ) ^ 2) • (1 : Matrix n n ℂ)) (A : Matrix n n ℂ) :
    H * drift H A w = drift H A w * H ∧
      H * (A - drift H A w) = -((A - drift H A w) * H) := by
  have hw' : (w : ℂ) ^ 2 ≠ 0 := pow_ne_zero 2 (Complex.ofReal_ne_zero.mpr hw)
  have e1 : ((w : ℂ) ^ 2)⁻¹ • (H * (H * A * H)) = A * H := by
    rw [show H * (H * A * H) = (H * H) * (A * H) by simp only [mul_assoc], hH,
      smul_mul_assoc, one_mul, smul_smul, inv_mul_cancel₀ hw', one_smul]
  have e2 : ((w : ℂ) ^ 2)⁻¹ • (H * A * H * H) = H * A := by
    rw [mul_assoc (H * A) H H, hH, mul_smul_comm, mul_one, smul_smul,
      inv_mul_cancel₀ hw', one_smul]
  have l : H * drift H A w = (1 / 2 : ℂ) • (H * A + A * H) := by
    rw [drift, mul_smul_comm, mul_add, mul_smul_comm, e1]
  have r : drift H A w * H = (1 / 2 : ℂ) • (A * H + H * A) := by
    rw [drift, smul_mul_assoc, add_mul, smul_mul_assoc, e2]
  constructor
  · rw [l, r, add_comm]
  · rw [mul_sub, sub_mul, l, r]
    module

/-- With `P = (1 + H / w) / 2` and `Q = (1 - H / w) / 2`, the drift part of `A` is `P A P + Q A Q`
and the remainder is `P A Q + Q A P`. When `H² = w²` with `w ≠ 0`, these are the intraband and
interband parts of `A`. -/
theorem drift_intraband_rest_interband (H A : Matrix n n ℂ) (w : ℝ) :
    drift H A w = bandProjector H w * A * bandProjector H w
        + bandProjector H (-w) * A * bandProjector H (-w) ∧
      A - drift H A w = bandProjector H w * A * bandProjector H (-w)
        + bandProjector H (-w) * A * bandProjector H w := by
  constructor <;>
  · simp only [drift, bandProjector, Complex.ofReal_neg, inv_neg, neg_smul, mul_add, add_mul,
      smul_mul_assoc, mul_smul_comm, mul_one, one_mul, mul_neg, neg_mul]
    match_scalars <;> ring

/-- **Zitterbewegung decomposition.** If `H² = w²` with `w ≠ 0`, every observable evolves as
`A(t) = B + exp(2iHt) (A - B)`, where `B = (A + H A H / w²) / 2` is its drift part. -/
theorem heisenberg_eq_drift_add_oscillation {H : Matrix n n ℂ} {w : ℝ} (hw : w ≠ 0)
    (hH : H * H = ((w : ℂ) ^ 2) • (1 : Matrix n n ℂ)) (A : Matrix n n ℂ) (t : ℝ) :
    heisenberg H A t = drift H A w + evolution H (2 * t) * (A - drift H A w) := by
  obtain ⟨hc, ha⟩ := drift_commutes_rest_anticommutes hw hH A
  -- the drift part passes through the evolution unchanged
  have h1 : drift H A w * evolution H (-t) = evolution H (-t) * drift H A w := by
    rw [evolution_eq hw hH]
    simp only [mul_add, add_mul, mul_smul_comm, smul_mul_assoc, mul_one, one_mul, hc]
  -- the interband part reverses the direction of time
  have h2 : (A - drift H A w) * evolution H (-t) = evolution H t * (A - drift H A w) := by
    rw [evolution_eq hw hH, evolution_eq hw hH]
    simp only [Complex.ofReal_neg, mul_neg, Complex.cos_neg, Complex.sin_neg, mul_add,
      add_mul, mul_smul_comm, smul_mul_assoc, mul_one, one_mul, ha]
    module
  have h0 : evolution H 0 = 1 := by simp [evolution]
  calc heisenberg H A t
      = evolution H t * (drift H A w * evolution H (-t))
        + evolution H t * ((A - drift H A w) * evolution H (-t)) := by
        unfold heisenberg
        noncomm_ring
    _ = drift H A w + evolution H (2 * t) * (A - drift H A w) := by
        rw [h1, h2, ← mul_assoc, ← mul_assoc, evolution_add, evolution_add,
          add_neg_cancel, h0, one_mul, ← two_mul t]

/-- If `H² = w²` with `w ≠ 0`, the mean of an observable at two times separated by
`π / (2w)` is exactly its drift part. -/
theorem half_period_mean {H : Matrix n n ℂ} {w : ℝ} (hw : w ≠ 0)
    (hH : H * H = ((w : ℂ) ^ 2) • (1 : Matrix n n ℂ)) (A : Matrix n n ℂ) (t : ℝ) :
    (1 / 2 : ℂ) • (heisenberg H A t + heisenberg H A (t + Real.pi / (2 * w)))
      = drift H A w := by
  have hr : w * (2 * (t + Real.pi / (2 * w))) = w * (2 * t) + Real.pi := by
    field_simp
  have hphase : (w : ℂ) * ((2 * (t + Real.pi / (2 * w)) : ℝ) : ℂ)
      = (w : ℂ) * ((2 * t : ℝ) : ℂ) + (Real.pi : ℂ) := by
    exact_mod_cast congrArg (fun x : ℝ => (x : ℂ)) hr
  -- the oscillating factor changes sign after half a period
  have hneg : evolution H (2 * (t + Real.pi / (2 * w))) = -evolution H (2 * t) := by
    rw [evolution_eq hw hH, evolution_eq hw hH, hphase, Complex.cos_add_pi,
      Complex.sin_add_pi]
    module
  rw [heisenberg_eq_drift_add_oscillation hw hH, heisenberg_eq_drift_add_oscillation hw hH,
    hneg, neg_mul]
  module

/-- If `H² = w²` with `w ≠ 0`, an observable is constant in time if and only if it commutes
with `H`. -/
theorem stationary_iff_commutes {H : Matrix n n ℂ} {w : ℝ} (hw : w ≠ 0)
    (hH : H * H = ((w : ℂ) ^ 2) • (1 : Matrix n n ℂ)) (A : Matrix n n ℂ) :
    (∀ t : ℝ, heisenberg H A t = A) ↔ H * A = A * H := by
  have hw' : (w : ℂ) ^ 2 ≠ 0 := pow_ne_zero 2 (Complex.ofReal_ne_zero.mpr hw)
  constructor
  · intro h
    have hB : A = drift H A w := by
      rw [← half_period_mean hw hH A 0, h, h]
      module
    have hc := (drift_commutes_rest_anticommutes hw hH A).1
    rwa [← hB] at hc
  · intro h t
    have hB : drift H A w = A := by
      rw [drift, h, mul_assoc, hH, mul_smul_comm, mul_one, smul_smul,
        inv_mul_cancel₀ hw', one_smul]
      module
    rw [heisenberg_eq_drift_add_oscillation hw hH, hB, sub_self, mul_zero, add_zero]

/-- The two-band matrix with diagonal `3, -3` and coupling `4` is Hermitian, squares to `5²`,
and does not commute with the population of the first basis state. -/
theorem two_band_witness :
    (!![3, 4; 4, -3] : Matrix (Fin 2) (Fin 2) ℂ).IsHermitian ∧
      (!![3, 4; 4, -3] : Matrix (Fin 2) (Fin 2) ℂ) * !![3, 4; 4, -3]
        = (((5 : ℝ) : ℂ) ^ 2) • (1 : Matrix (Fin 2) (Fin 2) ℂ) ∧
      (!![3, 4; 4, -3] : Matrix (Fin 2) (Fin 2) ℂ) * !![1, 0; 0, 0]
        ≠ !![1, 0; 0, 0] * !![3, 4; 4, -3] := by
  refine ⟨?_, ?_, ?_⟩
  · unfold Matrix.IsHermitian
    ext i j
    fin_cases i <;> fin_cases j <;> simp [Matrix.conjTranspose_apply]
  · ext i j
    fin_cases i <;> fin_cases j <;> norm_num [Matrix.mul_apply, Fin.sum_univ_two]
  · intro h
    have h01 := congrFun (congrFun h 0) 1
    simp [Matrix.mul_apply, Fin.sum_univ_two] at h01

end

end ZitterbewegungDecomposition
```

```lean
#print axioms ZitterbewegungDecomposition.drift_intraband_rest_interband
#print axioms ZitterbewegungDecomposition.heisenberg_eq_drift_add_oscillation
#print axioms ZitterbewegungDecomposition.stationary_iff_commutes
```

```
'ZitterbewegungDecomposition.drift_intraband_rest_interband' depends on axioms: [propext, Classical.choice, Quot.sound]
'ZitterbewegungDecomposition.heisenberg_eq_drift_add_oscillation' depends on axioms: [propext, Classical.choice, Quot.sound]
'ZitterbewegungDecomposition.stationary_iff_commutes' depends on axioms: [propext, Classical.choice, Quot.sound]
```

## How the lemmas follow the algebra

`bandProjector_spec` proves the two relations for $P_+$; applying it with `-w` gives those for $P_-$. In `evolution_eq`, the induction `hpow` supplies the powers of $H$, and `hsum` adds the two scalar exponential series, each multiplied by its projector. The steps `e1` and `e2` are Euler's formula, and `module` collects the coefficients of $\mathbb 1$ and $H$.

`drift_commutes_rest_anticommutes` computes $HB$ and $BH$ separately and compares them. The main theorem, `heisenberg_eq_drift_add_oscillation`, uses these relations in `h1` and `h2`, which move $B$ and $C$ past the exponential. Its final `calc` splits $A$ into $B+C$ and combines the exponentials through `evolution_add`.

`drift_intraband_rest_interband` is the expansion in projectors, checked coefficient by coefficient. In `half_period_mean`, `hphase` records the phase advance and `hneg` the resulting change of sign. `stationary_iff_commutes` uses that mean for one direction and $B=A$ for the other.

## One wave vector in the theorems, a wave packet in the laboratory

The index type `n` is finite and labels the basis states, so `Matrix n n ℂ` holds both Hamiltonians and observables. The hypothesis `hH` is $H^2=w^2\mathbb 1$, and `hw` says that $w\neq0$, which keeps the energies $w$ and $-w$ apart. The sign of $w$ is free; a negative value exchanges the names of the two bands.

Three names need care when they are compared with a code:

- `evolution H t` is $e^{+iHt}$, whereas the usual propagator for states is $e^{-iHt}$.
- `heisenberg H A t` is $e^{iHt}Ae^{-iHt}$, built from `evolution` at $t$ and $-t$.
- `drift H A w` is $B$ for any observable. When $A$ is a velocity it is the steady velocity without an applied field, not the drift velocity of transport theory.

Neither $H$ nor $A$ is assumed Hermitian. For a Hermitian $H$, `heisenberg` is the ordinary Heisenberg picture and the $P_\pm$ are orthogonal projectors. For other $H$ the identity still holds, but the evolution need not be unitary and the projectors need not be orthogonal.

The condition also allows $H=\pm w\mathbb 1$, where only one of the two energies occurs. Then $C=0$ and nothing oscillates; every $1\times1$ case is of this kind. `two_band_witness` supplies an example with motion: a Hermitian $2\times2$ matrix with $w=5$ that does not commute with the population of the first basis state. By `stationary_iff_commutes`, that population operator changes in time.

`drift_intraband_rest_interband` carries no hypotheses, because it is an identity between the defining expressions. Its reading in terms of bands needs $H^2=w^2$ and $w\neq0$; at $w=0$ it holds only through Lean's convention $0^{-1}=0$.

The Hamiltonian is constant in time, and all its energies are $\pm w$ about a common centre. Driving fields, scattering and further bands at other energies break these assumptions. The theorems concern exact matrices, so they place no bound on the rounding or time-step error of a program.

The step left to the user leads from a velocity matrix at one wave vector to the mean displacement of an electron. It requires integrating the velocity over time and taking its expectation value in the state of the packet, which combines many wave vectors, each with its own $H$ and $w$.
